# Thermodynamic integration between two stable classical harmonic crystals gives ln(det H₁/det H₀)/(2β)

Let H₀ and H₁ be positive definite real symmetric force-constant matrices of equal finite size, let β > 0 be the inverse temperature, and let H(t) = (1−t)H₀ + tH₁. Then

∫₀¹ tr(H(t)⁻¹(H₁−H₀))/(2β) dt = F(H₁) − F(H₀) = ln(det H₁/det H₀)/(2β),

where F is the classical configurational free energy, with each potential energy measured from its value at the minimum. For classical harmonic models with a common minimum, this is an exact value against which a numerical switching calculation can be compared.

## Energy, partition function and path

The type `n` labels the displacement coordinates; in formulas, n also denotes their number, `Fintype.card n`.

```lean
import Mathlib

open Matrix MeasureTheory

namespace HarmonicReferenceLeg

noncomputable section

variable {n : Type*} [Fintype n] [DecidableEq n]
```

A displacement x from the minimum costs the energy

E(x) = ½ xᵀHx.

```lean
/-- Potential energy of a harmonic crystal with force-constant matrix `H` at displacement `x`. -/
def energy (H : Matrix n n ℝ) (x : n → ℝ) : ℝ := 1 / 2 * (x ⬝ᵥ H *ᵥ x)
```

The partition function is the Lebesgue integral over all displacements,

Z = ∫ exp(−βE(x)) dx.

Momenta are left out, and lengths and energies are pure numbers.

```lean
/-- Classical configurational partition function: the Boltzmann factor integrated over all
displacements. -/
def partitionFunction (β : ℝ) (H : Matrix n n ℝ) : ℝ :=
  ∫ x : n → ℝ, Real.exp (-β * energy H x)
```

The free energy is defined from this integral, so its determinant formula has to be proved:

F = −(1/β) ln Z.

```lean
/-- Configurational free energy `-(1/β) ln Z` of the harmonic crystal. -/
def freeEnergy (β : ℝ) (H : Matrix n n ℝ) : ℝ :=
  -(1 / β) * Real.log (partitionFunction β H)
```

The force constants are switched linearly.

```lean
/-- Linear switching of the force constants from `H₀` to `H₁`. -/
def path (H₀ H₁ : Matrix n n ℝ) (t : ℝ) : Matrix n n ℝ := (1 - t) • H₀ + t • H₁
```

## The Gaussian integral

Diagonalise H = U diag(e) Uᵀ, with U orthogonal and every eigenvalue eᵢ > 0. Setting B = diag(√e) Uᵀ gives

BᵀB = U diag(√e) diag(√e) Uᵀ = H.

The spectral theorem supplies U and e.

```lean
/-- A positive definite force-constant matrix factors as `Bᵀ B`. -/
theorem exists_factor {H : Matrix n n ℝ} (hH : H.PosDef) :
    ∃ B : Matrix n n ℝ, H = Bᵀ * B := by
  have h := hH.isHermitian.spectral_theorem
  rw [Unitary.conjStarAlgAut_apply] at h
  let U : Matrix n n ℝ := hH.isHermitian.eigenvectorUnitary
  let e := hH.isHermitian.eigenvalues
  -- scale each eigenvector coordinate by the square root of its eigenvalue
  refine ⟨diagonal (fun i => Real.sqrt (e i)) * Uᵀ, ?_⟩
  have hd : diagonal (fun i => Real.sqrt (e i)) * diagonal (fun i => Real.sqrt (e i))
      = diagonal e := by
    rw [diagonal_mul_diagonal]
    congr 1
    funext i
    exact Real.mul_self_sqrt (hH.eigenvalues_pos i).le
  have h' : H = U * diagonal e * Uᵀ := h
  rw [transpose_mul, transpose_transpose, diagonal_transpose, mul_assoc,
    ← mul_assoc (diagonal _) (diagonal _), hd, ← mul_assoc]
  exact h'
```

Now xᵀHx = (Bx)ᵀ(Bx). Substituting y = Bx, with dx = dy/|det B| and det H = (det B)², separates the modes:

Z = (1/|det B|) ∏ᵢ ∫ exp(−βyᵢ²/2) dyᵢ = √(2π/β)ⁿ/√(det H) > 0.

In the proof, `hG` evaluates the product of Gaussians and `integral_map` carries out the substitution.

```lean
/-- The partition function of a harmonic crystal is positive and equals
`√(2π/β)ⁿ / √(det H)`, with `n` the number of degrees of freedom. -/
theorem partitionFunction_eq {β : ℝ} (hβ : 0 < β) {H : Matrix n n ℝ} (hH : H.PosDef) :
    0 < partitionFunction β H ∧ partitionFunction β H =
      Real.sqrt (2 * Real.pi / β) ^ Fintype.card n / Real.sqrt H.det := by
  have hdet := hH.det_pos
  have hZ : partitionFunction β H =
      Real.sqrt (2 * Real.pi / β) ^ Fintype.card n / Real.sqrt H.det := by
    obtain ⟨B, rfl⟩ := exists_factor hH
    have hB : B.det ≠ 0 := by
      intro h0
      simp [det_mul, h0] at hdet
    -- the isotropic Gaussian splits into independent modes
    have hG : ∫ y : n → ℝ, Real.exp (-β * (1 / 2 * (y ⬝ᵥ y))) =
        Real.sqrt (2 * Real.pi / β) ^ Fintype.card n := by
      have hprod : ∀ y : n → ℝ, Real.exp (-β * (1 / 2 * (y ⬝ᵥ y))) =
          ∏ i, Real.exp (-(β / 2) * (y i) ^ 2) := by
        intro y
        rw [← Real.exp_sum, dotProduct, Finset.mul_sum, Finset.mul_sum]
        congr 1
        exact Finset.sum_congr rfl fun i _ => by ring
      have hb : 2 * Real.pi / β = Real.pi / (β / 2) := by field_simp
      simp_rw [hprod]
      rw [hb, ← integral_gaussian]
      exact integral_fintype_prod_volume_eq_pow (ι := n)
        (f := fun u : ℝ => Real.exp (-(β / 2) * u ^ 2))
    have hc : Continuous fun y : n → ℝ => Real.exp (-β * (1 / 2 * (y ⬝ᵥ y))) := by
      unfold dotProduct
      fun_prop
    -- change of variables `y = B x`
    have h2 := integral_map (μ := (volume : Measure (n → ℝ)))
      (LinearMap.continuous_of_finiteDimensional (toLin' B)).measurable.aemeasurable
      hc.aestronglyMeasurable
    rw [Real.map_matrix_volume_pi_eq_smul_volume_pi hB, integral_smul_measure,
      ENNReal.toReal_ofReal (abs_nonneg _), smul_eq_mul, hG] at h2
    have he : ∀ x : n → ℝ, energy (Bᵀ * B) x = 1 / 2 * (toLin' B x ⬝ᵥ toLin' B x) := by
      intro x
      rw [energy, ← mulVec_mulVec, dotProduct_mulVec, vecMul_transpose, toLin'_apply]
    simp_rw [partitionFunction, he]
    rw [← h2, det_mul, det_transpose, Real.sqrt_mul_self_eq_abs, abs_inv]
    exact (div_eq_inv_mul _ _).symm
  refine ⟨?_, hZ⟩
  rw [hZ]
  have ha : 0 < 2 * Real.pi / β := by positivity
  exact div_pos (pow_pos (Real.sqrt_pos.2 ha) _) (Real.sqrt_pos.2 hdet)
```

Taking the logarithm,

F = −(1/β)[(n/2) ln(2π/β) − ½ ln det H] = [ln det H − n ln(2π/β)]/(2β).

```lean
/-- Closed form of the configurational free energy of a harmonic crystal. -/
theorem freeEnergy_eq {β : ℝ} (hβ : 0 < β) {H : Matrix n n ℝ} (hH : H.PosDef) :
    freeEnergy β H =
      (Real.log H.det - Fintype.card n * Real.log (2 * Real.pi / β)) / (2 * β) := by
  have ha : 0 < 2 * Real.pi / β := by positivity
  rw [freeEnergy, (partitionFunction_eq hβ hH).2,
    Real.log_div (pow_pos (Real.sqrt_pos.2 ha) _).ne' (Real.sqrt_pos.2 hH.det_pos).ne',
    Real.log_pow, Real.log_sqrt ha.le, Real.log_sqrt hH.det_pos.le]
  ring
```

## The derivative along the path

For x ≠ 0 and 0 ≤ t ≤ 1,

xᵀH(t)x = (1−t) xᵀH₀x + t xᵀH₁x > 0,

so every intermediate crystal is stable. The proof treats the endpoints separately, because there one coefficient vanishes.

```lean
omit [Fintype n] [DecidableEq n] in
/-- Every intermediate crystal on the switching path has positive definite force constants. -/
theorem path_posDef {H₀ H₁ : Matrix n n ℝ} (h₀ : H₀.PosDef) (h₁ : H₁.PosDef) {t : ℝ}
    (ht : t ∈ Set.Icc (0 : ℝ) 1) : (path H₀ H₁ t).PosDef := by
  rcases ht.1.eq_or_lt with rfl | h0
  · simpa [path] using h₀
  rcases ht.2.eq_or_lt with rfl | h1
  · simpa [path] using h₁
  exact (h₀.smul (sub_pos.2 h1)).add (h₁.smul h0)
```

Fix t and put M = H(t)⁻¹(H₁−H₀). Then

H(s) = H(t) + (s−t)(H₁−H₀) = H(t)(1 + (s−t)M).

For some polynomial p,

det(1 + rM) = 1 + r tr M + r² p(r).

Setting r = s−t and differentiating at s = t gives Jacobi's formula,

d/dt det H(t) = det H(t) tr(H(t)⁻¹(H₁−H₀)).

In the code, `hs` is the factorisation and `hp` the expansion.

```lean
/-- Jacobi's formula along the switching path, wherever the force-constant matrix is
invertible. -/
theorem hasDerivAt_det_path (H₀ H₁ : Matrix n n ℝ) {t : ℝ} (ht : (path H₀ H₁ t).det ≠ 0) :
    HasDerivAt (fun s => (path H₀ H₁ s).det)
      ((path H₀ H₁ t).det * ((path H₀ H₁ t)⁻¹ * (H₁ - H₀)).trace) t := by
  obtain ⟨M, hM⟩ : ∃ M, M = (path H₀ H₁ t)⁻¹ * (H₁ - H₀) := ⟨_, rfl⟩
  have hAM : path H₀ H₁ t * M = H₁ - H₀ := by
    rw [hM, mul_nonsing_inv_cancel_left _ _ (isUnit_iff_ne_zero.2 ht)]
  rw [← hM]
  -- first-order expansion of the determinant about the identity
  obtain ⟨p, hp⟩ : ∃ p : Polynomial ℝ, ∀ r : ℝ,
      (1 + r • M).det = 1 + M.trace * r + p.eval r * r ^ 2 :=
    ⟨_, fun r => det_one_add_smul r M⟩
  have hs : ∀ s, path H₀ H₁ s = path H₀ H₁ t * (1 + (s - t) • M) := by
    intro s
    rw [mul_add, mul_one, Matrix.mul_smul, hAM]
    simp only [path]
    module
  have hf : (fun s => (path H₀ H₁ s).det) = fun s => (path H₀ H₁ t).det *
      (1 + M.trace * (s - t) + p.eval (s - t) * (s - t) ^ 2) := by
    funext s
    rw [hs s, det_mul, hp]
  have h1 : HasDerivAt (fun r : ℝ => 1 + M.trace * r + p.eval r * r ^ 2) M.trace (t - t) := by
    rw [sub_self]
    exact ((((hasDerivAt_id' (0 : ℝ)).const_mul M.trace).const_add 1).fun_add
      ((p.hasDerivAt 0).fun_mul (hasDerivAt_pow 2 (0 : ℝ)))).congr_deriv (by simp)
  rw [hf]
  exact (h1.comp_sub_const t t).const_mul _
```

Dividing by det H(t) differentiates the logarithm, and the constant n ln(2π/β) drops out:

dF/dt = tr(H(t)⁻¹(H₁−H₀))/(2β).

The theorem takes 0 < t < 1, so that the closed form of F holds on both sides of t.

```lean
/-- Inside the switching path, the free energy changes at the rate
`tr(H(t)⁻¹ (H₁ - H₀)) / (2β)`. -/
theorem hasDerivAt_freeEnergy {β : ℝ} (hβ : 0 < β) {H₀ H₁ : Matrix n n ℝ}
    (h₀ : H₀.PosDef) (h₁ : H₁.PosDef) {t : ℝ} (ht : t ∈ Set.Ioo (0 : ℝ) 1) :
    HasDerivAt (fun s => freeEnergy β (path H₀ H₁ s))
      (((path H₀ H₁ t)⁻¹ * (H₁ - H₀)).trace / (2 * β)) t := by
  have hd := (path_posDef h₀ h₁ (Set.Ioo_subset_Icc_self ht)).det_pos.ne'
  have h := (((hasDerivAt_det_path H₀ H₁ hd).log hd).sub_const
    (Fintype.card n * Real.log (2 * Real.pi / β))).div_const (2 * β)
  rw [mul_div_cancel_left₀ _ hd] at h
  refine h.congr_of_eventuallyEq ?_
  filter_upwards [Ioo_mem_nhds ht.1 ht.2] with s hs
  exact freeEnergy_eq hβ (path_posDef h₀ h₁ (Set.Ioo_subset_Icc_self hs))
```

The Gaussian covariance H(t)⁻¹/β gives this same value, the trace divided by 2β, for the thermal mean of ½ xᵀ(H₁−H₀)x, which an equilibrium simulation at fixed t can estimate by sampling; the code works with the trace and does not formalise that average.

## Integrating from H₀ to H₁

The hypotheses `h₀` and `h₁` say that both matrices are symmetric and that every nonzero displacement costs energy. Unconstrained rigid translations, which cost none, are thereby excluded.

Since H⁻¹ = adj(H)/det H and det H(t) ≠ 0, the integrand is continuous on [0,1]. The fundamental theorem of calculus gives

∫₀¹ tr(H(t)⁻¹(H₁−H₀))/(2β) dt = [ln det H(t)/(2β)]₀¹ = (ln det H₁ − ln det H₀)/(2β).

The closed form of F gives the same difference. The proof applies the theorem to ln det H(t)/(2β), whose derivative is available at the endpoints too.

```lean
/-- Thermodynamic integration between two harmonic crystals: the integral of
`tr(H(t)⁻¹ (H₁ - H₀)) / (2β)` over the path is the free-energy difference, and that difference
is `ln(det H₁ / det H₀) / (2β)`. -/
theorem thermodynamic_integration {β : ℝ} (hβ : 0 < β) {H₀ H₁ : Matrix n n ℝ}
    (h₀ : H₀.PosDef) (h₁ : H₁.PosDef) :
    (∫ t in (0 : ℝ)..1, ((path H₀ H₁ t)⁻¹ * (H₁ - H₀)).trace / (2 * β)) =
        freeEnergy β H₁ - freeEnergy β H₀ ∧
      freeEnergy β H₁ - freeEnergy β H₀ = Real.log (H₁.det / H₀.det) / (2 * β) := by
  have hF : freeEnergy β H₁ - freeEnergy β H₀ = Real.log (H₁.det / H₀.det) / (2 * β) := by
    rw [freeEnergy_eq hβ h₀, freeEnergy_eq hβ h₁, Real.log_div h₁.det_pos.ne' h₀.det_pos.ne']
    ring
  refine ⟨?_, hF⟩
  have hd : ∀ t ∈ Set.uIcc (0 : ℝ) 1, (path H₀ H₁ t).det ≠ 0 := by
    intro t ht
    rw [Set.uIcc_of_le zero_le_one] at ht
    exact (path_posDef h₀ h₁ ht).det_pos.ne'
  have hpath : Continuous (path H₀ H₁) := by
    unfold path
    fun_prop
  -- the integrand is continuous because the inverse is the adjugate over the determinant
  have hcont : ContinuousOn (fun t => ((path H₀ H₁ t)⁻¹ * (H₁ - H₀)).trace / (2 * β))
      (Set.uIcc (0 : ℝ) 1) := by
    simp only [inv_def, Ring.inverse_eq_inv', Matrix.smul_mul, trace_smul, smul_eq_mul]
    exact ((hpath.matrix_det.continuousOn.inv₀ hd).mul
      (hpath.matrix_adjugate.matrix_mul continuous_const).matrix_trace.continuousOn).div_const _
  have hderiv : ∀ t ∈ Set.uIcc (0 : ℝ) 1,
      HasDerivAt (fun s => Real.log (path H₀ H₁ s).det / (2 * β))
        (((path H₀ H₁ t)⁻¹ * (H₁ - H₀)).trace / (2 * β)) t := by
    intro t ht
    have h := ((hasDerivAt_det_path H₀ H₁ (hd t ht)).log (hd t ht)).div_const (2 * β)
    rwa [mul_div_cancel_left₀ _ (hd t ht)] at h
  rw [intervalIntegral.integral_eq_sub_of_hasDerivAt hderiv hcont.intervalIntegrable, hF,
    Real.log_div h₁.det_pos.ne' h₀.det_pos.ne']
  simp only [path, sub_self, sub_zero, zero_smul, one_smul, zero_add, add_zero]
  ring
```

For an Einstein crystal H₀ = k·1 with k > 0, det H₀ = kⁿ. Writing H for H₁, the integral is

(ln det H − n ln k)/(2β).

```lean
/-- Integration from an Einstein crystal, whose springs all have stiffness `k`, to a harmonic
crystal with force constants `H` gives `(ln det H - n ln k) / (2β)`. -/
theorem einstein_reference {β k : ℝ} (hβ : 0 < β) (hk : 0 < k) {H : Matrix n n ℝ}
    (hH : H.PosDef) :
    (∫ t in (0 : ℝ)..1, ((path (k • 1) H t)⁻¹ * (H - k • 1)).trace / (2 * β)) =
      (Real.log H.det - Fintype.card n * Real.log k) / (2 * β) := by
  have hE : (k • (1 : Matrix n n ℝ)).PosDef := PosDef.one.smul hk
  obtain ⟨h1, h2⟩ := thermodynamic_integration hβ hE hH
  rw [h1, h2, Real.log_div hH.det_pos.ne' hE.det_pos.ne', det_smul, det_one, mul_one,
    Real.log_pow]

end

end HarmonicReferenceLeg
```

## Two coupled coordinates, and a missing spring

Take β = 1, H₀ = 1 and H₁ with rows (2, 1) and (1, 2), so det H₁ = 3. Along (1, 1), H(t) has eigenvalue 1+2t and H₁−H₀ has eigenvalue 2; along (1, −1) these are 1 and 0. Hence

∫₀¹ ½ · 2/(1+2t) dt = ½ ln 3 ≈ 0.549,

in agreement with ln(3/1)/2.

Positive definiteness of H₀ is needed. With one coordinate, β = 1, H₀ = 0 and H₁ = 1, the integrand is 1/(2t) and its integral diverges: the starting particle is free and its Z is infinite. Lean assigns 0 to the divergent integrals and to ln 0, yet the formal equality still fails, since its free-energy difference is then −½ ln 2π and its integral is 0.

```lean
#print axioms HarmonicReferenceLeg.hasDerivAt_freeEnergy
-- 'HarmonicReferenceLeg.hasDerivAt_freeEnergy' depends on axioms: [propext, Classical.choice, Quot.sound]
#print axioms HarmonicReferenceLeg.thermodynamic_integration
-- 'HarmonicReferenceLeg.thermodynamic_integration' depends on axioms: [propext, Classical.choice, Quot.sound]
#print axioms HarmonicReferenceLeg.einstein_reference
-- 'HarmonicReferenceLeg.einstein_reference' depends on axioms: [propext, Classical.choice, Quot.sound]
```
